# For \(N\) equivalent two-state channels, one constant couples all neighbouring uniform ligand-hole states exactly when \(N\le 2\)

## An error in the levels

Suppose a core-level spectrum is modelled with one symmetric state for each number of ligand holes from zero to three, and every neighbouring pair is coupled by the same constant. Let the holes come from three independent, equivalent two-state channels, each with a transfer amplitude of one energy unit. The coupling between no hole and one hole is then \(\sqrt3\), and using this value throughout puts the lowest level of the hybridization alone at about \(-2.80\). The correct value is \(-3\), because the coupling between one and two holes is \(2\), not \(\sqrt3\). These level positions are an illustration; the theorems below concern the couplings.

## Channels, configurations and charge transfer

Each of the \(N\) channels has two states: its ligand level is filled, or it holds a ligand hole because an electron has moved to the metal site. A configuration is the set \(S\) of channels that hold a hole, and \(|S|\) is the number of holes. A state \(\psi\) assigns a real amplitude \(\psi(S)\) to every configuration.

Let \(\tau_i S\) be the configuration obtained from \(S\) by flipping channel \(i\). The charge-transfer operator is

\[
(T\psi)(S)=\sum_i \psi(\tau_i S).
\]

Flipping a channel twice restores the configuration, so collecting amplitude from \(\tau_i S\) is the same as sending amplitude along each flip.

For \(0\le k\le N\), the normalized uniform state \(s_k\) has amplitude \(c_k=1/\sqrt{\binom Nk}\) on every configuration with \(k\) holes and zero on all others.

## The couplings and their Lean form

Write \(v_k=\sqrt{(k+1)(N-k)}\). For \(0\le k<N\),

\[
\langle s_{k+1},T s_k\rangle = v_k ,
\]

and a single constant equals all these matrix elements if and only if \(N\le2\).

In the Lean file the channels are the elements of a finite type `ι`, and \(N\) is `Fintype.card ι`. A configuration is a `Finset ι`, a state is a function `Finset ι → ℝ`, and the overlap is the real dot product `⬝ᵥ`. The objects \(\tau_i\), \(T\), \(s_k\) and \(v_k\) are `toggle i`, `hop`, `uniformState ι k` and `coupling N k`. The first claim is `hybridization_matrix_element`, with the hypothesis `k < Fintype.card ι`. The second is `constant_hybridization_iff`, where the constant `V` may be any real number.

The transfer amplitude is set to 1 and is the same for every channel; a common amplitude \(t\) multiplies every coupling by \(t\). The channels are independent two-state systems, without fermionic signs or multiplet structure. Charge-transfer energies, Coulomb repulsion and the core-hole potential do not enter \(T\). For a cluster or impurity calculation that reduces to this idealised model, the off-diagonal entries between successive uniform states are \(t\,v_k\).

## Derivation

**Orthonormality.** There are \(\binom Nk\) configurations with \(k\) holes, each contributing \(c_k^2\), so \(\langle s_k,s_k\rangle=1\). If \(j\ne k\), no configuration has both \(j\) and \(k\) holes, and the overlap is zero.

**Action on symmetric amplitudes.** Let \(\psi(S)=f(|S|)\) and \(n=|S|\). Of the \(N\) flips, \(n\) remove a hole and \(N-n\) create one, so

\[
(T\psi)(S)=n\,f(n-1)+(N-n)\,f(n+1).
\]

For \(n=0\) the first term is absent.

**Normalizations.** For \(k<N\), the identity \(\binom N{k+1}(k+1)=\binom Nk(N-k)\) gives \(c_k/c_{k+1}=\sqrt{(N-k)/(k+1)}\). Therefore

\[
(k+1)c_k=v_k c_{k+1},\qquad (N-k)c_{k+1}=v_k c_k .
\]

**A closed chain.** Starting from \(s_0\), only one-hole configurations receive amplitude. Each receives \(c_0=v_0c_1\), so \(Ts_0=v_0s_1\) when \(N\ge1\).

Now start from \(s_{k+1}\) with \(k+1\le N\). A configuration with \(k+2\) holes receives \((k+2)c_{k+1}=v_{k+1}c_{k+2}\), and one with \(k\) holes receives \((N-k)c_{k+1}=v_kc_k\). All others receive nothing. Hence

\[
T s_{k+1}=v_{k+1}s_{k+2}+v_k s_k ,
\]

where the first term is absent if \(k+1=N\). Taking the overlap with the upper neighbour leaves only its coefficient, which is the stated matrix element.

**When couplings agree.** For \(j,k<N\), both \(v_j\) and \(v_k\) are nonnegative, so they agree exactly when their squares do. The difference factorizes:

\[
v_j^2-v_k^2=(j-k)(N-j-k-1).
\]

So \(v_j=v_k\) exactly when \(j=k\) or \(j+k+1=N\). The second case exchanges holes and filled channels. If \(N\ge3\), then \(v_0\ne v_1\), and no constant serves both.

## The smallest numbers of channels

For \(N=1\) there is one coupling, \(v_0=1\). For \(N=2\) the two couplings are mirror images, \(v_0=v_1=\sqrt2\), so a constant is correct. The first failure is \(N=3\), with couplings \(\sqrt3,\,2,\,\sqrt3\). With no channels there is nothing to couple, and any constant satisfies the condition.

## The Lean file

```lean
import Mathlib

open Matrix

namespace LigandHoleHybridization

noncomputable section

variable (ι : Type*) [Fintype ι]

/-- The normalized uniform superposition of all configurations with `k` ligand holes among
the `N` channels in `ι`, for `k ≤ N`. -/
def uniformState (k : ℕ) : Finset ι → ℝ :=
  fun S => if S.card = k then 1 / √((Fintype.card ι).choose k : ℝ) else 0

/-- The hybridization `√((k+1)(N-k))` between `k` and `k+1` ligand holes in `N` channels,
for `k ≤ N`. -/
def coupling (N k : ℕ) : ℝ := √(((k : ℝ) + 1) * ((N : ℝ) - k))

variable {ι}

/-- The uniform states with different numbers of ligand holes are orthonormal, as long as
the number of holes does not exceed the number of channels. -/
theorem uniformState_orthonormal (j k : ℕ) (hk : k ≤ Fintype.card ι) :
    uniformState ι j ⬝ᵥ uniformState ι k = if j = k then 1 else 0 := by
  by_cases h : j = k
  · rw [h, if_pos rfl]
    have hc : (0 : ℝ) < ((Fintype.card ι).choose k : ℝ) := by
      exact_mod_cast Nat.choose_pos hk
    -- there are `N choose k` configurations with `k` holes
    have hcount : (Finset.univ.filter (fun S : Finset ι => S.card = k)).card
        = (Fintype.card ι).choose k := by
      have h1 := Finset.card_powersetCard k (Finset.univ : Finset ι)
      rw [Finset.card_univ] at h1
      rw [← h1]
      congr 1
      ext S
      simp [Finset.mem_powersetCard]
    have hterm : ∀ S : Finset ι, uniformState ι k S * uniformState ι k S
        = if S.card = k then 1 / ((Fintype.card ι).choose k : ℝ) else 0 := by
      intro S
      unfold uniformState
      split_ifs
      · rw [div_mul_div_comm, one_mul, Real.mul_self_sqrt hc.le]
      · simp
    simp only [dotProduct, hterm]
    rw [← Finset.sum_filter, Finset.sum_const, hcount, nsmul_eq_mul]
    exact mul_one_div_cancel hc.ne'
  · rw [if_neg h]
    simp only [dotProduct]
    apply Finset.sum_eq_zero
    intro S _
    by_cases h1 : S.card = j
    · have h2 : S.card ≠ k := fun h2 => h (h1.symm.trans h2)
      simp [uniformState, h2]
    · simp [uniformState, h1]

/-- The normalizations of neighbouring uniform states are related through the coupling,
for `k < N`. -/
theorem normalization_ratio {N k : ℕ} (hk : k < N) :
    ((k : ℝ) + 1) * (1 / √(N.choose k : ℝ)) = coupling N k * (1 / √(N.choose (k + 1) : ℝ)) ∧
    ((N : ℝ) - k) * (1 / √(N.choose (k + 1) : ℝ)) = coupling N k * (1 / √(N.choose k : ℝ)) := by
  have hC : (0 : ℝ) < (N.choose k : ℝ) := by exact_mod_cast Nat.choose_pos hk.le
  have hD : (0 : ℝ) < (N.choose (k + 1) : ℝ) := by exact_mod_cast Nat.choose_pos hk
  have hN : (0 : ℝ) ≤ (N : ℝ) - k := sub_nonneg.mpr (by exact_mod_cast hk.le)
  have hK : (0 : ℝ) ≤ (k : ℝ) + 1 := by positivity
  have h : (N.choose (k + 1) : ℝ) * ((k : ℝ) + 1) = (N.choose k : ℝ) * ((N : ℝ) - k) := by
    rw [← Nat.cast_sub hk.le]
    exact_mod_cast Nat.choose_succ_right_eq N k
  have hs : √(N.choose (k + 1) : ℝ) * √((k : ℝ) + 1)
      = √(N.choose k : ℝ) * √((N : ℝ) - k) := by
    rw [← Real.sqrt_mul hD.le, ← Real.sqrt_mul hC.le, h]
  have ht : coupling N k = √((k : ℝ) + 1) * √((N : ℝ) - k) := Real.sqrt_mul hK _
  have hp := Real.mul_self_sqrt hK
  have hq := Real.mul_self_sqrt hN
  have hc := (Real.sqrt_pos.mpr hC).ne'
  have hd := (Real.sqrt_pos.mpr hD).ne'
  constructor
  · rw [mul_one_div, mul_one_div, div_eq_div_iff hc hd, ht]
    linear_combination √((k : ℝ) + 1) * hs - √(N.choose (k + 1) : ℝ) * hp
  · rw [mul_one_div, mul_one_div, div_eq_div_iff hd hc, ht]
    linear_combination -√((N : ℝ) - k) * hs - √(N.choose k : ℝ) * hq

variable [DecidableEq ι]

/-- Flip channel `i`: remove its ligand hole if there is one, create one otherwise. -/
def toggle (i : ι) (S : Finset ι) : Finset ι := if i ∈ S then S.erase i else insert i S

/-- The charge-transfer operator `T`, the sum of all single-channel flips: the new amplitude
of `S` collects the old amplitudes of all configurations one flip away. -/
def hop (ψ : Finset ι → ℝ) : Finset ι → ℝ := fun S => ∑ i, ψ (toggle i S)

omit [Fintype ι] in
/-- Flipping the same channel twice restores the configuration. -/
theorem toggle_toggle (i : ι) (S : Finset ι) : toggle i (toggle i S) = S := by
  by_cases h : i ∈ S <;> simp [toggle, h]

/-- If the amplitude depends only on the number of ligand holes, then so does the result of
`T`: each hole can be removed and each of the other channels can receive one. -/
theorem hop_symmetric (f : ℕ → ℝ) (S : Finset ι) :
    hop (fun R => f R.card) S
      = S.card * f (S.card - 1) + ((Fintype.card ι : ℝ) - S.card) * f (S.card + 1) := by
  have hi : ∀ i, f (toggle i S).card
      = f (S.card + 1) + if i ∈ S then f (S.card - 1) - f (S.card + 1) else 0 := by
    intro i
    by_cases h : i ∈ S
    · simp only [toggle, if_pos h, Finset.card_erase_of_mem h]
      ring
    · simp [toggle, h]
  simp only [hop, hi]
  rw [Finset.sum_add_distrib, Finset.sum_ite_mem, Finset.univ_inter, Finset.sum_const,
    Finset.sum_const, Finset.card_univ, nsmul_eq_mul, nsmul_eq_mul]
  ring

/-- Acting on the configuration without ligand holes, `T` gives the uniform one-hole state
times its coupling. -/
theorem hop_uniformState_zero :
    hop (uniformState ι 0) = coupling (Fintype.card ι) 0 • uniformState ι 1 := by
  funext S
  refine (hop_symmetric
    (fun m => if m = 0 then 1 / √((Fintype.card ι).choose 0 : ℝ) else 0) S).trans ?_
  change (S.card : ℝ) * (if S.card - 1 = 0 then _ else 0)
    + ((Fintype.card ι : ℝ) - S.card) * (if S.card + 1 = 0 then _ else 0)
    = coupling (Fintype.card ι) 0 * (if S.card = 1 then _ else 0)
  have hS := Finset.card_le_univ S
  by_cases h1 : S.card = 1
  · have u := (normalization_ratio (N := Fintype.card ι) (k := 0) (by omega)).1
    have hc : (S.card : ℝ) = ((0 : ℕ) : ℝ) + 1 := by rw [h1]; norm_num
    rw [if_pos (show S.card - 1 = 0 by omega), if_neg (show ¬ S.card + 1 = 0 by omega),
      if_pos h1, mul_zero, add_zero, hc]
    exact u
  · by_cases h0 : S.card = 0
    · rw [if_neg (show ¬ S.card + 1 = 0 by omega), if_neg h1, h0]
      simp
    · rw [if_neg (show ¬ S.card - 1 = 0 by omega), if_neg (show ¬ S.card + 1 = 0 by omega),
        if_neg h1]
      ring

/-- Acting on the uniform state with `k+1 ≤ N` ligand holes, `T` gives only the uniform states
with one hole more and one hole less, each times its coupling. -/
theorem hop_uniformState_succ (k : ℕ) (hk : k + 1 ≤ Fintype.card ι) :
    hop (uniformState ι (k + 1)) = coupling (Fintype.card ι) (k + 1) • uniformState ι (k + 2)
      + coupling (Fintype.card ι) k • uniformState ι k := by
  funext S
  refine (hop_symmetric
    (fun m => if m = k + 1 then 1 / √((Fintype.card ι).choose (k + 1) : ℝ) else 0) S).trans ?_
  change (S.card : ℝ) * (if S.card - 1 = k + 1 then _ else 0)
    + ((Fintype.card ι : ℝ) - S.card) * (if S.card + 1 = k + 1 then _ else 0)
    = coupling (Fintype.card ι) (k + 1) * (if S.card = k + 2 then _ else 0)
      + coupling (Fintype.card ι) k * (if S.card = k then _ else 0)
  have hS := Finset.card_le_univ S
  by_cases h1 : S.card = k + 2
  · -- one hole has been added
    have u := (normalization_ratio (N := Fintype.card ι) (k := k + 1) (by omega)).1
    have hc : (S.card : ℝ) = ((k + 1 : ℕ) : ℝ) + 1 := by rw [h1]; push_cast; ring
    rw [if_pos (show S.card - 1 = k + 1 by omega), if_neg (show ¬ S.card + 1 = k + 1 by omega),
      if_pos h1, if_neg (show ¬ S.card = k by omega), mul_zero, mul_zero, add_zero, add_zero, hc]
    exact u
  · by_cases h2 : S.card = k
    · -- one hole has been removed
      have v := (normalization_ratio (N := Fintype.card ι) (k := k) hk).2
      rw [if_neg (show ¬ S.card - 1 = k + 1 by omega), if_pos (show S.card + 1 = k + 1 by omega),
        if_neg h1, if_pos h2, mul_zero, mul_zero, zero_add, zero_add, h2]
      exact v
    · rw [if_neg (show ¬ S.card - 1 = k + 1 by omega),
        if_neg (show ¬ S.card + 1 = k + 1 by omega), if_neg h1, if_neg h2]
      ring

/-- For `k < N`, the charge-transfer matrix element between the uniform states with `k` and
`k+1` ligand holes in `N` equivalent channels is `√((k+1)(N-k))`. -/
theorem hybridization_matrix_element (k : ℕ) (hk : k < Fintype.card ι) :
    uniformState ι (k + 1) ⬝ᵥ hop (uniformState ι k)
      = √(((k : ℝ) + 1) * ((Fintype.card ι : ℝ) - k)) := by
  cases k with
  | zero =>
    change uniformState ι 1 ⬝ᵥ hop (uniformState ι 0) = coupling (Fintype.card ι) 0
    rw [hop_uniformState_zero, dotProduct_smul, uniformState_orthonormal 1 1 hk, if_pos rfl,
      smul_eq_mul, mul_one]
  | succ k =>
    change uniformState ι (k + 2) ⬝ᵥ hop (uniformState ι (k + 1))
      = coupling (Fintype.card ι) (k + 1)
    rw [hop_uniformState_succ k hk.le, dotProduct_add, dotProduct_smul, dotProduct_smul,
      uniformState_orthonormal (k + 2) (k + 2) hk,
      uniformState_orthonormal (k + 2) k (by omega), if_pos rfl,
      if_neg (show ¬ k + 2 = k by omega)]
    simp

omit [Fintype ι] [DecidableEq ι] in
/-- For `j, k < N`, two couplings of the chain agree exactly when they are the same one or mirror
images of each other under exchange of holes and filled channels. -/
theorem coupling_eq_iff {N j k : ℕ} (hj : j < N) (hk : k < N) :
    coupling N j = coupling N k ↔ j = k ∨ j + k + 1 = N := by
  have nonneg : ∀ m : ℕ, m < N → (0 : ℝ) ≤ ((m : ℝ) + 1) * ((N : ℝ) - m) := fun m hm =>
    mul_nonneg (by positivity) (sub_nonneg.mpr (by exact_mod_cast hm.le))
  unfold coupling
  rw [Real.sqrt_inj (nonneg j hj) (nonneg k hk)]
  constructor
  · intro h
    -- the difference of the squared couplings factorizes
    have hf : ((j : ℝ) - k) * ((N : ℝ) - (j + k + 1)) = 0 := by linear_combination h
    rcases mul_eq_zero.mp hf with h1 | h1
    · left
      exact_mod_cast sub_eq_zero.mp h1
    · right
      have h2 := (sub_eq_zero.mp h1).symm
      exact_mod_cast h2
  · rintro (h | h)
    · rw [h]
    · have hN : (N : ℝ) = j + k + 1 := by exact_mod_cast h.symm
      rw [hN]
      ring

/-- One constant equals all charge-transfer matrix elements between successive uniform states
exactly when there are at most two channels. -/
theorem constant_hybridization_iff :
    (∃ V : ℝ, ∀ k < Fintype.card ι, uniformState ι (k + 1) ⬝ᵥ hop (uniformState ι k) = V)
      ↔ Fintype.card ι ≤ 2 := by
  constructor
  · rintro ⟨V, hV⟩
    by_contra h
    have h0 : 0 < Fintype.card ι := by omega
    have h1 : 1 < Fintype.card ι := by omega
    -- with three or more channels the first two couplings already differ
    have e : coupling (Fintype.card ι) 0 = coupling (Fintype.card ι) 1 :=
      ((hybridization_matrix_element 0 h0).symm.trans (hV 0 h0)).trans
        ((hV 1 h1).symm.trans (hybridization_matrix_element 1 h1))
    have := (coupling_eq_iff h0 h1).mp e
    omega
  · intro h
    refine ⟨coupling (Fintype.card ι) 0, fun k hk => ?_⟩
    have h0 : 0 < Fintype.card ι := by omega
    have e : coupling (Fintype.card ι) k = coupling (Fintype.card ι) 0 :=
      (coupling_eq_iff hk h0).mpr (by omega)
    exact (hybridization_matrix_element k hk).trans e

end

end LigandHoleHybridization
```

```lean
#print axioms LigandHoleHybridization.toggle_toggle
-- 'LigandHoleHybridization.toggle_toggle' depends on axioms: [propext, Classical.choice, Quot.sound]
#print axioms LigandHoleHybridization.constant_hybridization_iff
-- 'LigandHoleHybridization.constant_hybridization_iff' depends on axioms: [propext, Classical.choice, Quot.sound]
```

## From counting to the chain

`uniformState_orthonormal` follows the counting argument. For equal indices, `hcount` identifies the number of configurations with the binomial coefficient through `Finset.card_powersetCard`, and `hterm` evaluates each squared amplitude. For different indices every term of the sum vanishes.

The hypothesis `hk`, which says \(k\le N\), is needed for the unit norm. With one channel and \(j=k=2\), no configuration has two holes, so `uniformState ι 2` is the zero vector and its overlap with itself is 0 instead of 1.

`toggle_toggle` checks both cases, channel with and without a hole. It supports the reading of `hop` as a sum of reversible flips; the later proofs do not call it.

`hop_symmetric` is the two-term formula. Its step `hi` first treats every flip as creating a hole, then adds a correction for each channel in `S`. Summation gives \(N f(n+1)+n\,(f(n-1)-f(n+1))\), and `ring` rearranges this.

`normalization_ratio` takes the binomial identity from `Nat.choose_succ_right_eq` and turns it into the square-root relation `hs`. After the denominators are cleared, `linear_combination` proves the two relations between \(c_k\) and \(c_{k+1}\).

`hop_uniformState_zero` and `hop_uniformState_succ` compare both sides at an arbitrary configuration. They separate cases by the number of holes, as in the derivation: one hole added, one removed, or no contribution. `omega` settles the integer conditions, and `normalization_ratio` supplies the remaining amplitudes.

## From the chain to the constant

`hybridization_matrix_element` treats \(k=0\) separately, since \(s_0\) has no lower neighbour. In both cases it inserts the chain formula, expands the dot product linearly and applies orthonormality.

`coupling_eq_iff` removes the square roots with `Real.sqrt_inj`, which requires the nonnegativity proved in `nonneg`. The factorization is `hf`, and `mul_eq_zero` splits it into the two alternatives.

For `constant_hybridization_iff`, a constant with more than two channels would force \(v_0=v_1\), which `coupling_eq_iff` excludes. Conversely, for at most two channels the proof chooses \(v_0\) as the constant and uses the same criterion to show that every coupling in the chain equals it.
